# A charge passing at constant velocity delivers the transverse Coulomb impulse $2/(bv)$ per unit charge product

## Unit distance and unit speed

Let a charge move along a straight line at speed 1, passing a fixed target at distance 1. At time $t$ their separation is $\sqrt{1+t^2}$, and the Coulomb force component perpendicular to the path, per unit charge product, is $1/(1+t^2)^{3/2}$. This is a derivative:

$$\frac{d}{dt}\,\frac{t}{\sqrt{1+t^2}}=\frac{1}{(1+t^2)^{3/2}} .$$

The function $t/\sqrt{1+t^2}$ rises from $-1$ in the distant past to $+1$ in the distant future, so the total impulse is 2. For impact parameter $b$ and speed $v$, the peak force is $1/b^2$ and the time scale is $b/v$. The impulse becomes $2\cdot(1/b^2)\cdot(b/v)=2/(bv)$.

## The passing charge and the dipole it drives

Put the target at the origin and let the vector from it to the charge be $(b,vt)$, with $b>0$ and $v>0$. The separation is $r(t)=\sqrt{b^2+v^2t^2}$, and the two force components per unit charge product are

$$F_\perp(t)=\frac{b}{r(t)^3},\qquad F_\parallel(t)=\frac{vt}{r(t)^3}.$$

The units are Gaussian; in SI units the Coulomb constant joins the charge product. Multiplied by the signed charge product, $F_\perp$ and $F_\parallel$ give the force on the passing charge; the target feels the opposite force, and so an impulse of the same size.

If the target is a quantum system small compared with $b$, the leading coupling that can change its state is to its dipole moment. For a transition of angular frequency $\omega$ with complex dipole matrix elements $d_x$ (transverse) and $d_y$ (longitudinal), the first-order amplitude is

$$a(\omega)=-ig\int_{-\infty}^{\infty}e^{i\omega t}\bigl(d_xF_\perp(t)+d_yF_\parallel(t)\bigr)\,dt .$$

The real constant $g$ is the passing charge divided by $\hbar$. When the phase $\omega t$ hardly changes during the passage, the target responds only to the total impulse. This is the sudden regime, $|\omega| b/v\ll 1$.

## What the theorems say

The theorem `transverse_impulse` states that for real $b>0$ and $v>0$,

$$\int_{-\infty}^{\infty}\frac{b}{(b^2+v^2t^2)^{3/2}}\,dt=\frac{2}{bv}.$$

The hypotheses `hb` and `hv` say that the charge misses the target and that it moves. In Lean, $r$ is `separation`, while $F_\perp$ and $F_\parallel$ are `transverseField` and `longitudinalField`.

The theorem `longitudinal_impulse` says that $F_\parallel$ is integrable and that its integral is zero. Integrability is stated explicitly because Lean assigns the value 0 to the integral of a non-integrable function, so the equation alone would say too little.

The theorem `dipoleAmplitude_sudden` says that, at fixed $b$ and $v$,

$$a(\omega)\longrightarrow -ig\,d_x\,\frac{2}{bv}\qquad(\omega\to0).$$

Here `dipoleAmplitude` is the function $a$, `dx` and `dy` are complex numbers, and `Tendsto … (𝓝 0)` lets $\omega$ approach zero from either side.

The amplitude is a definition: first-order perturbation theory and the dipole approximation are put in, not derived from the Schrödinger equation. The path is straight, the speed constant, and the field the instantaneous Coulomb field, without deflection, relativistic corrections or screening. Within this first-order, straight-line model, the result gives the low-frequency limit of the amplitude for exciting an atom or molecule by a distant charged projectile.

## The impulse by direct integration

**An antiderivative.** Since $r'(t)=v^2t/r(t)$, the quotient rule gives

$$\frac{d}{dt}\frac{t}{b\,r}=\frac{r-t\,v^2t/r}{b\,r^2}=\frac{r^2-v^2t^2}{b\,r^3}=\frac{b^2}{b\,r^3}=\frac{b}{r^3}=F_\perp .$$

**A finite window.** Because $r(-T)=r(T)$,

$$\int_{-T}^{T}F_\perp\,dt=\frac{T}{b\,r(T)}-\frac{-T}{b\,r(-T)}=\frac{2T}{b\,r(T)} .$$

**Integrability.** Both $b$ and $|vt|$ are at most $r$, so both force components are at most $1/r^2$ in size. Moreover,

$$\Bigl(\frac1{b^2}+\frac1{v^2}\Bigr)(b^2+v^2t^2)=1+t^2+\frac{v^2t^2}{b^2}+\frac{b^2}{v^2}\ \ge\ 1+t^2 ,$$

and therefore

$$\frac1{r^2}\le\Bigl(\frac1{b^2}+\frac1{v^2}\Bigr)\frac1{1+t^2}.$$

The right-hand side is integrable over the whole line, and so are both components.

**All times.** For $T>0$, dividing numerator and denominator by $T$ gives

$$\frac{T}{b\,r(T)}=\frac{1}{b\sqrt{b^2/T^2+v^2}}\longrightarrow\frac1{bv}\qquad(T\to\infty).$$

The impulse in the window tends to $2/(bv)$. Since $F_\perp$ is integrable, this limit is its integral over all times.

## Only the transverse dipole element survives

The longitudinal force is odd, $F_\parallel(-t)=-F_\parallel(t)$. Its integral $I$ therefore satisfies $I=-I$, so $I=0$: the pull during the approach cancels the pull during the departure.

For the amplitude, $|e^{i\omega t}|=1$, so at every frequency the integrand is bounded in size by

$$\bigl|d_xF_\perp(t)+d_yF_\parallel(t)\bigr| ,$$

which is integrable and does not depend on $\omega$. Dominated convergence lets the limit $\omega\to0$ pass under the integral:

$$\lim_{\omega\to0}a(\omega)=-ig\left(d_x\int_{-\infty}^{\infty} F_\perp\,dt+d_y\int_{-\infty}^{\infty} F_\parallel\,dt\right)=-ig\,d_x\,\frac{2}{bv}.$$

## The Lean file

```lean
import Mathlib

open MeasureTheory Filter Topology

namespace PassingChargeImpulse

noncomputable section

/-- Distance at time `t` between a target at the origin and a charge moving on a straight line with
impact parameter `b` and speed `v`, closest to the target at `t = 0`. -/
def separation (b v t : ℝ) : ℝ := √(b ^ 2 + v ^ 2 * t ^ 2)

/-- Coulomb force component along the impact parameter, per unit charge product, at times when
the separation is non-zero. -/
def transverseField (b v t : ℝ) : ℝ := b / separation b v t ^ 3

/-- Coulomb force component along the line of flight, per unit charge product, at times when
the separation is non-zero. -/
def longitudinalField (b v t : ℝ) : ℝ := v * t / separation b v t ^ 3

/-- First-order dipole amplitude for a transition of angular frequency `ω`, with dipole matrix
elements `dx` (transverse) and `dy` (longitudinal) and coupling `g`, the charge factor over `ħ`. The
domain is `b ≠ 0` and `v ≠ 0`. -/
def dipoleAmplitude (g : ℝ) (dx dy : ℂ) (b v ω : ℝ) : ℂ :=
  -Complex.I * g * ∫ t : ℝ, Complex.exp ((ω * t : ℝ) * Complex.I) *
    (dx * (transverseField b v t : ℂ) + dy * (longitudinalField b v t : ℂ))

/-- For a positive impact parameter the charge never reaches the target. -/
theorem separation_pos {b : ℝ} (hb : 0 < b) (v t : ℝ) : 0 < separation b v t :=
  Real.sqrt_pos.2 (by positivity)

/-- The squared separation is the sum of the squares of the two coordinates. -/
theorem separation_sq (b v t : ℝ) : separation b v t ^ 2 = b ^ 2 + v ^ 2 * t ^ 2 :=
  Real.sq_sqrt (by positivity)

/-- For `b > 0`, the transverse force is the time derivative of `t / (b r(t))`, where `r` is the
separation. -/
theorem hasDerivAt_impulse {b : ℝ} (hb : 0 < b) (v t : ℝ) :
    HasDerivAt (fun s => s / (b * separation b v s)) (transverseField b v t) t := by
  have alg : ∀ R : ℝ, 0 < R → R ^ 2 = b ^ 2 + v ^ 2 * t ^ 2 →
      (1 * (b * R) - t * (b * (v ^ 2 * (2 * t) / (2 * R)))) / (b * R) ^ 2 = b / R ^ 3 := by
    intro R hR h
    calc _ = (R ^ 2 - v ^ 2 * t ^ 2) / (b * R ^ 3) := by field_simp
      _ = b ^ 2 / (b * R ^ 3) := by rw [show R ^ 2 - v ^ 2 * t ^ 2 = b ^ 2 by linarith]
      _ = b / R ^ 3 := by field_simp
  have h1 : HasDerivAt (fun s : ℝ => b ^ 2 + v ^ 2 * s ^ 2) (v ^ 2 * (2 * t)) t :=
    (((hasDerivAt_pow 2 t).const_mul (v ^ 2)).const_add (b ^ 2)).congr_deriv (by norm_num)
  have h2 := h1.sqrt (by positivity)
  have hr := separation_pos hb v t
  exact ((hasDerivAt_id' t).fun_div (h2.const_mul b) (mul_pos hb hr).ne').congr_deriv
    (alg _ hr (separation_sq b v t))

/-- For `b > 0`, the transverse impulse per unit charge product collected between the times `-T`
and `T` is `2T / (b r(T))`, where `r` is the separation. -/
theorem impulse_finite_window {b : ℝ} (hb : 0 < b) (v T : ℝ) :
    ∫ t in (-T)..T, transverseField b v t = 2 * T / (b * separation b v T) := by
  have hc : Continuous (transverseField b v) := by
    have hs : Continuous (separation b v) := by unfold separation; fun_prop
    exact continuous_const.div (hs.pow 3) fun t => (pow_pos (separation_pos hb v t) 3).ne'
  rw [intervalIntegral.integral_eq_sub_of_hasDerivAt
    (fun t _ => hasDerivAt_impulse hb v t) (hc.intervalIntegrable _ _)]
  have hn : separation b v (-T) = separation b v T := by simp [separation]
  rw [hn]
  ring

/-- For `b, v > 0`, a continuous coordinate `x(t)` no larger in size than the separation `r(t)`
gives a force component `x / r³` that is integrable over all times. -/
theorem integrable_component {b v : ℝ} (hb : 0 < b) (hv : 0 < v) {x : ℝ → ℝ}
    (hx : Continuous x) (hle : ∀ t, |x t| ≤ separation b v t) :
    Integrable (fun t => x t / separation b v t ^ 3) := by
  have hs : Continuous (separation b v) := by unfold separation; fun_prop
  have hc : Continuous (fun t => x t / separation b v t ^ 3) :=
    hx.div (hs.pow 3) fun t => (pow_pos (separation_pos hb v t) 3).ne'
  -- compare with a multiple of the Lorentzian 1 / (1 + t²)
  refine (integrable_inv_one_add_sq.const_mul (1 / b ^ 2 + 1 / v ^ 2)).mono'
    hc.aestronglyMeasurable (Eventually.of_forall fun t => ?_)
  show ‖x t / separation b v t ^ 3‖ ≤ (1 / b ^ 2 + 1 / v ^ 2) * (1 + t ^ 2)⁻¹
  have hr := separation_pos hb v t
  have h0 := hle t
  rw [Real.norm_eq_abs, abs_div, abs_of_pos (pow_pos hr 3)]
  calc |x t| / separation b v t ^ 3
      ≤ separation b v t / separation b v t ^ 3 := by gcongr
    _ = 1 / separation b v t ^ 2 := by field_simp
    _ ≤ (1 / b ^ 2 + 1 / v ^ 2) * (1 + t ^ 2)⁻¹ := by
      rw [separation_sq, ← div_eq_mul_inv, div_le_div_iff₀ (by positivity) (by positivity)]
      have e : (1 / b ^ 2 + 1 / v ^ 2) * (b ^ 2 + v ^ 2 * t ^ 2)
          = 1 + t ^ 2 + (v ^ 2 * t ^ 2 / b ^ 2 + b ^ 2 / v ^ 2) := by
        field_simp
        ring
      have p : 0 ≤ v ^ 2 * t ^ 2 / b ^ 2 + b ^ 2 / v ^ 2 := by positivity
      linarith

/-- For `b, v > 0`, the transverse force is integrable over all times. -/
theorem integrable_transverse {b v : ℝ} (hb : 0 < b) (hv : 0 < v) :
    Integrable (transverseField b v) :=
  integrable_component hb hv continuous_const fun t =>
    Real.abs_le_sqrt (by nlinarith [sq_nonneg (v * t)])

/-- The transverse force written out in terms of impact parameter, speed and time. -/
theorem transverseField_eq (b v t : ℝ) :
    transverseField b v t = b / (b ^ 2 + v ^ 2 * t ^ 2) ^ (3 / 2 : ℝ) := by
  have h0 : 0 ≤ b ^ 2 + v ^ 2 * t ^ 2 := by positivity
  rw [transverseField, separation, Real.sqrt_eq_rpow, ← Real.rpow_mul_natCast h0]
  norm_num

/-- A charge passing at impact parameter `b > 0` with speed `v > 0` delivers the total transverse
impulse `2 / (b v)` per unit charge product. -/
theorem transverse_impulse {b v : ℝ} (hb : 0 < b) (hv : 0 < v) :
    ∫ t : ℝ, b / (b ^ 2 + v ^ 2 * t ^ 2) ^ (3 / 2 : ℝ) = 2 / (b * v) := by
  simp_rw [← transverseField_eq]
  -- late-time limit of the antiderivative, in the variable 1 / t
  have hval : b * √(b ^ 2 * (0 : ℝ) ^ 2 + v ^ 2) = b * v := by
    rw [show b ^ 2 * (0 : ℝ) ^ 2 + v ^ 2 = v ^ 2 by ring, Real.sqrt_sq hv.le]
  have hc : ContinuousAt (fun s : ℝ => 1 / (b * √(b ^ 2 * s ^ 2 + v ^ 2))) 0 :=
    ContinuousAt.div continuousAt_const (by fun_prop) (by rw [hval]; positivity)
  have hl : Tendsto (fun s : ℝ => 1 / (b * √(b ^ 2 * s ^ 2 + v ^ 2))) (𝓝 0)
      (𝓝 (1 / (b * v))) := by simpa only [hval] using hc.tendsto
  have htop : Tendsto (fun t => t / (b * separation b v t)) atTop (𝓝 (1 / (b * v))) := by
    refine (hl.comp tendsto_inv_atTop_zero).congr' ?_
    filter_upwards [eventually_gt_atTop (0 : ℝ)] with t ht
    have key : ∀ s : ℝ, t * s = 1 →
        b ^ 2 + v ^ 2 * t ^ 2 = t ^ 2 * (b ^ 2 * s ^ 2 + v ^ 2) := by
      intro s h
      linear_combination (-(b ^ 2) * (t * s + 1)) * h
    show 1 / (b * √(b ^ 2 * (t⁻¹) ^ 2 + v ^ 2)) = t / (b * separation b v t)
    rw [separation, key t⁻¹ (mul_inv_cancel₀ ht.ne'), Real.sqrt_mul (sq_nonneg t),
      Real.sqrt_sq ht.le, div_eq_div_iff (by positivity) (by positivity)]
    ring
  -- the total impulse is the limit of the impulse in a growing window
  refine tendsto_nhds_unique (intervalIntegral_tendsto_integral
    (integrable_transverse hb hv) tendsto_neg_atTop_atBot tendsto_id) ?_
  rw [show 2 / (b * v) = 2 * (1 / (b * v)) by ring]
  refine (htop.const_mul 2).congr fun T => ?_
  show 2 * (T / (b * separation b v T)) = ∫ t in (-T)..T, transverseField b v t
  rw [impulse_finite_window hb]
  ring

/-- For `b, v > 0`, the force along the line of flight is integrable over all times and its total
impulse vanishes. -/
theorem longitudinal_impulse {b v : ℝ} (hb : 0 < b) (hv : 0 < v) :
    Integrable (longitudinalField b v) ∧ ∫ t : ℝ, longitudinalField b v t = 0 := by
  refine ⟨integrable_component hb hv (by fun_prop) fun t =>
    Real.abs_le_sqrt (by nlinarith [sq_nonneg b]), ?_⟩
  have hodd : ∀ t, longitudinalField b v (-t) = -longitudinalField b v t := by
    intro t
    have hn : separation b v (-t) = separation b v t := by simp [separation]
    rw [longitudinalField, longitudinalField, hn]
    ring
  have h := integral_neg_eq_self (longitudinalField b v) volume
  simp_rw [hodd] at h
  rw [integral_neg] at h
  linarith

/-- Sudden limit: for fixed `b, v > 0`, as the transition frequency tends to zero the dipole
amplitude tends to `-i g dx` times the transverse impulse `2 / (b v)`. -/
theorem dipoleAmplitude_sudden {b v : ℝ} (hb : 0 < b) (hv : 0 < v) (g : ℝ) (dx dy : ℂ) :
    Tendsto (dipoleAmplitude g dx dy b v) (𝓝 0)
      (𝓝 (-Complex.I * g * (dx * ((2 / (b * v) : ℝ) : ℂ)))) := by
  obtain ⟨hL, hL0⟩ := longitudinal_impulse hb hv
  have hT := integrable_transverse hb hv
  have hT0 : ∫ t : ℝ, transverseField b v t = 2 / (b * v) := by
    simpa only [transverseField_eq] using transverse_impulse hb hv
  have hTc : Integrable (fun t : ℝ => dx * (transverseField b v t : ℂ)) :=
    hT.ofReal.const_mul dx
  have hLc : Integrable (fun t : ℝ => dy * (longitudinalField b v t : ℂ)) :=
    hL.ofReal.const_mul dy
  -- the phase has modulus one, so the norm of the integrand is the same at every frequency
  have hcont : Continuous (dipoleAmplitude g dx dy b v) := by
    unfold dipoleAmplitude
    refine continuous_const.mul (continuous_of_dominated (fun ω => ?_)
      (fun ω => Eventually.of_forall fun t => ?_) (hTc.add hLc).norm
      (Eventually.of_forall fun t => by fun_prop))
    · exact (Continuous.aestronglyMeasurable (by fun_prop)).mul
        (hTc.add hLc).aestronglyMeasurable
    · rw [norm_mul, Complex.norm_exp_ofReal_mul_I, one_mul]
      exact le_rfl
  have hzero : dipoleAmplitude g dx dy b v 0
      = -Complex.I * g * (dx * ((2 / (b * v) : ℝ) : ℂ)) := by
    unfold dipoleAmplitude
    simp only [zero_mul, Complex.ofReal_zero, Complex.exp_zero, one_mul]
    rw [integral_add hTc hLc, integral_const_mul, integral_const_mul,
      integral_complex_ofReal, integral_complex_ofReal, hT0, hL0, Complex.ofReal_zero,
      mul_zero, add_zero]
  rw [← hzero]
  exact hcont.tendsto 0

end

end PassingChargeImpulse
```

```lean
#print axioms PassingChargeImpulse.transverse_impulse
-- 'PassingChargeImpulse.transverse_impulse' depends on axioms: [propext, Classical.choice, Quot.sound]
#print axioms PassingChargeImpulse.dipoleAmplitude_sudden
-- 'PassingChargeImpulse.dipoleAmplitude_sudden' depends on axioms: [propext, Classical.choice, Quot.sound]
```

## From the antiderivative to the full impulse

The lemmas `separation_pos` and `separation_sq` supply $r>0$ and $r^2=b^2+v^2t^2$. In `hasDerivAt_impulse`, the differentiation rules produce the quotient-rule expression, and the auxiliary statement `alg` simplifies it to $b/R^3$. There $R$ is any positive number with the correct square, so the algebra never has to handle the square root itself.

The theorem `impulse_finite_window` applies the fundamental theorem of calculus to this antiderivative and uses the evenness of $r$. It needs only $b>0$. For $v=0$ it gives $2T/b^2$, the impulse of a charge at rest, which grows without bound as the window widens; the integral over all times converges only if the charge moves, $v\ne0$.

The lemma `integrable_component` treats both force components at once. It takes any continuous coordinate `x` with $|x(t)|\le r(t)$ and compares $x/r^3$ with the multiple of $1/(1+t^2)$ found above. The identity `e` and the positivity statement `p` are the two halves of that estimate. `integrable_transverse` is the case $x=b$, and `longitudinal_impulse` uses the case $x=vt$.

The force is defined with the cube of a square root, whereas the main theorem displays the power $3/2$; `transverseField_eq` identifies the two forms. In `transverse_impulse`, the late-time limit is taken in the variable $s=1/t$. The function $1/(b\sqrt{b^2s^2+v^2})$ is continuous at $s=0$ with value $1/(bv)$, and `key` provides the factorisation that turns it back into $t/(b\,r(t))$ for $t>0$. The window integrals then have two descriptions of their limit: the integral over all times, by integrability, and $2/(bv)$, by the explicit formula. `tendsto_nhds_unique` equates them.

## Symmetry and continuity in the frequency

In `longitudinal_impulse`, `hodd` records the odd symmetry. Reversing time leaves an integral over the whole line unchanged, so the integral equals its own negative, and `linarith` concludes that it vanishes.

The proof of `dipoleAmplitude_sudden` arranges dominated convergence as a continuity statement. `hcont` shows that the amplitude is continuous in $\omega$, using the frequency-independent bound above. `hzero` evaluates it at $\omega=0$, where the phase factor is 1, the integral splits into its two components, and the two impulse theorems give their values. Continuity at zero then yields the limit.
